# Any alternation of masses or springs opens a gap in the harmonic nearest-neighbour chain

Let the masses along a chain be $m_1,m_2>0$ in turn and the springs $K_1,K_2>0$ in turn, with equal values allowed. With two atoms per cell, the chain has two branches of squared angular frequencies. With $q$ the phase advance per cell, they meet at a real wave number $q$ exactly when $m_1=m_2$, $K_1=K_2$ and $q$ is an odd multiple of $\pi$. The least difference between an upper-branch value and a lower-branch value, even at different wave numbers, is

$$g=\sqrt{\Big((K_1+K_2)\big(\tfrac1{m_1}-\tfrac1{m_2}\big)\Big)^2+\frac{4(K_1-K_2)^2}{m_1m_2}},$$

which is positive exactly when the masses or the springs really alternate, that is, when $m_1\ne m_2$ or $K_1\ne K_2$.

## From Newton's equations to the gap

Let $u_n,v_n$ be the displacements of the masses $m_1,m_2$ in cell $n$, with $K_1$ inside the cell and $K_2$ between cells. For harmonic motion with squared angular frequency $w$, called the squared frequency below,

$$m_1wu_n=K_1(u_n-v_n)+K_2(u_n-v_{n-1}),$$
$$m_2wv_n=K_1(v_n-u_n)+K_2(v_n-u_{n+1}).$$

Insert $u_n=a\,e^{iqn}/\sqrt{m_1}$ and $v_n=b\,e^{iqn}/\sqrt{m_2}$, and divide the equations by $\sqrt{m_1}\,e^{iqn}$ and $\sqrt{m_2}\,e^{iqn}$. The result is $D(q)(a,b)^T=w(a,b)^T$ with

$$D(q)=\begin{pmatrix}\frac{K_1+K_2}{m_1}&-\frac{K_1+K_2e^{-iq}}{\sqrt{m_1m_2}}\\-\frac{K_1+K_2e^{iq}}{\sqrt{m_1m_2}}&\frac{K_1+K_2}{m_2}\end{pmatrix}.$$

The diagonal is real and the off-diagonal entries are complex conjugates, so $D(q)$ is Hermitian. Since $|K_1+K_2e^{iq}|^2=K_1^2+K_2^2+2K_1K_2\cos q$, its trace and determinant are

$$T=(K_1+K_2)\Big(\frac1{m_1}+\frac1{m_2}\Big),\qquad \det D(q)=\frac{2K_1K_2(1-\cos q)}{m_1m_2}.$$

The eigenvalues are therefore $w_\pm(q)=\big(T\pm\sqrt{\Delta(q)}\big)/2$, where $\Delta=T^2-4\det D$, or

$$\Delta(q)=\Big((K_1+K_2)\big(\tfrac1{m_1}-\tfrac1{m_2}\big)\Big)^2+\frac{4\big[(K_1-K_2)^2+2K_1K_2(1+\cos q)\big]}{m_1m_2}.$$

The branches meet when $\Delta(q)=0$. Every term is nonnegative, so this requires $m_1=m_2$, $K_1=K_2$ and $\cos q=-1$, and these conditions suffice.

Because $T$ does not depend on $q$, and $\Delta$ is smallest at $\pi$,

$$w_+(q)-w_-(q')=\tfrac12\big(\sqrt{\Delta(q)}+\sqrt{\Delta(q')}\big)\ge\sqrt{\Delta(\pi)}=g,$$

with equality at $q=q'=\pi$. If $g=0$, the branches meet at $\pi$, so nothing alternates; if nothing alternates, the formula gives $g=0$.

A phonon calculation for this one-dimensional harmonic model can be checked at the zone boundary $q=\pi$: the squares of the two angular frequencies found there must differ by $g$.

## The chain and its branches in Lean

```lean
import Mathlib

open Matrix

namespace AlternatingChainGap

noncomputable section
```

A `Chain` carries the four parameters with their positivity. Positive spring constants mean that every bond resists stretching and compression.

```lean
/-- The parameters of a chain with two atoms per cell: positive masses `m₁, m₂` and positive spring
constants `K₁` (inside a cell) and `K₂` (between cells). Equal values are allowed. -/
structure Chain where
  m₁ : ℝ
  m₂ : ℝ
  K₁ : ℝ
  K₂ : ℝ
  m₁_pos : 0 < m₁
  m₂_pos : 0 < m₂
  K₁_pos : 0 < K₁
  K₂_pos : 0 < K₂
```

The wave number is real and dimensionless: `q` is the phase advance per cell.

```lean
/-- The Bloch phase factor `exp(iq)`. -/
def phase (q : ℝ) : ℂ := Complex.exp (q * Complex.I)

/-- Bloch phases multiply when their arguments add. -/
theorem phase_add (p q : ℝ) : phase (p + q) = phase p * phase q := by
  simp [phase, add_mul, Complex.exp_add]
```

`IsMode` states Newton's equations on the infinite chain, with one complex displacement per atom and nearest-neighbour forces only. The real number `w` is a squared frequency.

```lean
variable (c : Chain)

/-- Newton's equations for harmonic motion with squared frequency `w`, where `u n` and
`v n` are the displacements of the masses `m₁` and `m₂` in cell `n`. -/
def Chain.IsMode (w : ℝ) (u v : ℤ → ℂ) : Prop :=
  ∀ n : ℤ, (c.m₁ : ℂ) * w * u n = c.K₁ * (u n - v n) + c.K₂ * (u n - v (n - 1)) ∧
    (c.m₂ : ℂ) * w * v n = c.K₁ * (v n - u n) + c.K₂ * (v n - u (n + 1))
```

The next definitions are $D(q)$, $\Delta(q)$, $w_+(q)$, $w_-(q)$ and $g$. The gap is thus measured in squared frequency, not in frequency.

```lean
/-- The mass-weighted dynamical matrix at wave number `q` (per cell). -/
def Chain.dynMatrix (q : ℝ) : Matrix (Fin 2) (Fin 2) ℂ :=
  !![((c.K₁ + c.K₂) / c.m₁ : ℂ),
      -(c.K₁ + c.K₂ * phase (-q)) / (((√c.m₁ : ℝ) : ℂ) * ((√c.m₂ : ℝ) : ℂ));
    -(c.K₁ + c.K₂ * phase q) / (((√c.m₁ : ℝ) : ℂ) * ((√c.m₂ : ℝ) : ℂ)),
      ((c.K₁ + c.K₂) / c.m₂ : ℂ)]

/-- The discriminant of the secular equation at wave number `q`. -/
def Chain.disc (q : ℝ) : ℝ :=
  ((c.K₁ + c.K₂) * (1 / c.m₁ - 1 / c.m₂)) ^ 2 +
    4 * ((c.K₁ - c.K₂) ^ 2 + 2 * c.K₁ * c.K₂ * (1 + Real.cos q)) / (c.m₁ * c.m₂)

/-- The upper (optical) branch of squared frequencies. -/
def Chain.upper (q : ℝ) : ℝ :=
  ((c.K₁ + c.K₂) * (1 / c.m₁ + 1 / c.m₂) + √(c.disc q)) / 2

/-- The lower (acoustic) branch of squared frequencies. -/
def Chain.lower (q : ℝ) : ℝ :=
  ((c.K₁ + c.K₂) * (1 / c.m₁ + 1 / c.m₂) - √(c.disc q)) / 2

/-- The gap formula, in units of squared frequency. -/
def Chain.gap : ℝ :=
  √(((c.K₁ + c.K₂) * (1 / c.m₁ - 1 / c.m₂)) ^ 2 +
    4 * (c.K₁ - c.K₂) ^ 2 / (c.m₁ * c.m₂))
```

## Bloch waves and eigenvalues

The first theorem ties the matrix to the mechanics. In its proof, `k1` and `k2` write the residual of each equation of motion as a nonzero factor times the residual of a matrix row. Cell $0$ then gives the eigenvalue equation, which in turn gives the motion in every cell. The equivalence includes zero amplitudes; a vibration needs $(a,b)\ne(0,0)$.

```lean
/-- A Bloch wave with mass-weighted amplitudes `a, b` solves Newton's equations with squared
frequency `w` exactly when `(a, b)` satisfies the eigenvalue equation of the dynamical matrix. -/
theorem Chain.isMode_iff (q w : ℝ) (a b : ℂ) :
    c.IsMode w (fun n => a / ((√c.m₁ : ℝ) : ℂ) * phase (q * n))
      (fun n => b / ((√c.m₂ : ℝ) : ℂ) * phase (q * n)) ↔
    c.dynMatrix q *ᵥ ![a, b] = (w : ℂ) • ![a, b] := by
  have e1 : ∀ n : ℤ, phase (q * ((n - 1 : ℤ) : ℝ)) = phase (q * n) * phase (-q) := by
    intro n; rw [← phase_add]; congr 1; push_cast; ring
  have e2 : ∀ n : ℤ, phase (q * ((n + 1 : ℤ) : ℝ)) = phase (q * n) * phase q := by
    intro n; rw [← phase_add]; congr 1; push_cast; ring
  have hP : ∀ x, phase x ≠ 0 := fun x => Complex.exp_ne_zero _
  have hvec : c.dynMatrix q *ᵥ ![a, b] = (w : ℂ) • ![a, b] ↔
      ((c.K₁ + c.K₂) / c.m₁ : ℂ) * a +
        -(c.K₁ + c.K₂ * phase (-q)) / (((√c.m₁ : ℝ) : ℂ) * ((√c.m₂ : ℝ) : ℂ)) * b = w * a ∧
      -(c.K₁ + c.K₂ * phase q) / (((√c.m₁ : ℝ) : ℂ) * ((√c.m₂ : ℝ) : ℂ)) * a +
        ((c.K₁ + c.K₂) / c.m₂ : ℂ) * b = w * b := by
    rw [funext_iff, Fin.forall_fin_two]
    simp [Chain.dynMatrix, Matrix.mulVec, dotProduct, Fin.sum_univ_two]
  have hm₁ : (c.m₁ : ℂ) = ((√c.m₁ : ℝ) : ℂ) ^ 2 := by
    exact_mod_cast (Real.sq_sqrt c.m₁_pos.le).symm
  have hm₂ : (c.m₂ : ℂ) = ((√c.m₂ : ℝ) : ℂ) ^ 2 := by
    exact_mod_cast (Real.sq_sqrt c.m₂_pos.le).symm
  have hs₁ : ((√c.m₁ : ℝ) : ℂ) ≠ 0 := by
    exact_mod_cast (Real.sqrt_pos.2 c.m₁_pos).ne'
  have hs₂ : ((√c.m₂ : ℝ) : ℂ) ≠ 0 := by
    exact_mod_cast (Real.sqrt_pos.2 c.m₂_pos).ne'
  rw [hvec]
  simp only [Chain.IsMode, e1, e2, hm₁, hm₂]
  generalize ((√c.m₁ : ℝ) : ℂ) = s at hs₁ ⊢
  generalize ((√c.m₂ : ℝ) : ℂ) = t at hs₂ ⊢
  -- each equation of motion is a nonzero multiple of a row of the eigenvalue equation
  have k1 : ∀ P : ℂ, s ^ 2 * w * (a / s * P) - (c.K₁ * (a / s * P - b / t * P) +
      c.K₂ * (a / s * P - b / t * (P * phase (-q)))) = s * P * (w * a -
      ((c.K₁ + c.K₂) / s ^ 2 * a + -(c.K₁ + c.K₂ * phase (-q)) / (s * t) * b)) := by
    intro P; field_simp; ring
  have k2 : ∀ P : ℂ, t ^ 2 * w * (b / t * P) - (c.K₁ * (b / t * P - a / s * P) +
      c.K₂ * (b / t * P - a / s * (P * phase q))) = t * P * (w * b -
      (-(c.K₁ + c.K₂ * phase q) / (s * t) * a + (c.K₁ + c.K₂) / t ^ 2 * b)) := by
    intro P; field_simp; ring
  constructor
  · intro h
    have h1 := (k1 _).symm.trans (sub_eq_zero.2 (h 0).1)
    have h2 := (k2 _).symm.trans (sub_eq_zero.2 (h 0).2)
    exact ⟨(sub_eq_zero.1 ((mul_eq_zero.1 h1).resolve_left (mul_ne_zero hs₁ (hP _)))).symm,
      (sub_eq_zero.1 ((mul_eq_zero.1 h2).resolve_left (mul_ne_zero hs₂ (hP _)))).symm⟩
  · intro h n
    exact ⟨sub_eq_zero.1 (by rw [k1, h.1, sub_self, mul_zero]),
      sub_eq_zero.1 (by rw [k2, h.2, sub_self, mul_zero])⟩
```

Hermiticity follows from `hc`: conjugating a phase reverses the sign of its argument.

```lean
/-- The dynamical matrix is Hermitian at every real wave number. -/
theorem Chain.dynMatrix_isHermitian (q : ℝ) : (c.dynMatrix q).IsHermitian := by
  have hc : ∀ x, (starRingEnd ℂ) (phase x) = phase (-x) := by
    intro x
    unfold phase
    rw [← Complex.exp_conj]
    simp
  refine Matrix.IsHermitian.ext fun i j => ?_
  fin_cases i <;> fin_cases j <;> simp [Chain.dynMatrix, hc]
```

The discriminant at `q` equals its value at $\pi$ plus a nonnegative multiple of $1+\cos q$.

```lean
/-- The discriminant is nonnegative at every `q`, and no smaller there than at `π`. -/
theorem Chain.gap_sq_le_disc (q : ℝ) : 0 ≤ c.disc q ∧ c.disc Real.pi ≤ c.disc q := by
  have h1 := c.m₁_pos
  have h2 := c.m₂_pos
  have h3 := c.K₁_pos
  have h4 := c.K₂_pos
  have hb : 0 ≤ 4 * (2 * c.K₁ * c.K₂) / (c.m₁ * c.m₂) * (1 + Real.cos q) :=
    mul_nonneg (by positivity) (by linarith [Real.neg_one_le_cos q])
  have h0 : 0 ≤ c.disc Real.pi := by
    simp only [Chain.disc, Real.cos_pi, add_neg_cancel, mul_zero, add_zero]
    positivity
  have he : c.disc q = c.disc Real.pi +
      4 * (2 * c.K₁ * c.K₂) / (c.m₁ * c.m₂) * (1 + Real.cos q) := by
    simp only [Chain.disc, Real.cos_pi]
    ring
  constructor <;> linarith
```

The characteristic polynomial then factors into the two branches, which makes them the eigenvalues with multiplicity. Here `htr` and `hdet` match trace and determinant, and `hn` computes $|K_1+K_2e^{iq}|^2$.

```lean
/-- The two branches are the eigenvalues of the dynamical matrix, counted with multiplicity:
its characteristic polynomial is the product of the two linear factors. -/
theorem Chain.charpoly_eq (q : ℝ) : (c.dynMatrix q).charpoly =
    (Polynomial.X - Polynomial.C (c.lower q : ℂ)) *
      (Polynomial.X - Polynomial.C (c.upper q : ℂ)) := by
  have hprod : c.lower q * c.upper q =
      2 * c.K₁ * c.K₂ * (1 - Real.cos q) / (c.m₁ * c.m₂) := by
    have h : c.lower q * c.upper q =
        (((c.K₁ + c.K₂) * (1 / c.m₁ + 1 / c.m₂)) ^ 2 - √(c.disc q) ^ 2) / 4 := by
      unfold Chain.lower Chain.upper; ring
    rw [h, Real.sq_sqrt (c.gap_sq_le_disc q).1, Chain.disc]
    ring
  have htr : (c.dynMatrix q).trace = (c.lower q : ℂ) + (c.upper q : ℂ) := by
    simp only [Chain.dynMatrix, Matrix.trace_fin_two_of, Chain.lower, Chain.upper]
    push_cast
    ring
  have hp : phase q * phase (-q) = 1 := by
    rw [← phase_add]; simp [phase]
  have hcos : phase q + phase (-q) = 2 * Complex.cos q := by
    rw [Complex.cos, phase, phase]; push_cast; ring
  -- the squared modulus of the coupling between the two sublattices
  have hn : ((c.K₁ : ℂ) + c.K₂ * phase (-q)) * (c.K₁ + c.K₂ * phase q) =
      c.K₁ ^ 2 + c.K₂ ^ 2 + 2 * c.K₁ * c.K₂ * Complex.cos q := by
    linear_combination (c.K₂ : ℂ) ^ 2 * hp + (c.K₁ : ℂ) * c.K₂ * hcos
  have hm₁ : (c.m₁ : ℂ) = ((√c.m₁ : ℝ) : ℂ) ^ 2 := by
    exact_mod_cast (Real.sq_sqrt c.m₁_pos.le).symm
  have hm₂ : (c.m₂ : ℂ) = ((√c.m₂ : ℝ) : ℂ) ^ 2 := by
    exact_mod_cast (Real.sq_sqrt c.m₂_pos.le).symm
  have hdet : (c.dynMatrix q).det = (c.lower q : ℂ) * (c.upper q : ℂ) := by
    rw [← Complex.ofReal_mul, hprod, Chain.dynMatrix, Matrix.det_fin_two_of]
    push_cast
    rw [hm₁, hm₂]
    linear_combination
      (-(1 / (((√c.m₁ : ℝ) : ℂ) ^ 2 * ((√c.m₂ : ℝ) : ℂ) ^ 2))) * hn
  rw [Matrix.charpoly_fin_two, htr, hdet, Polynomial.C_add, Polynomial.C_mul]
  ring
```

## Where the branches touch

`hd` reduces touching to a zero discriminant, and `hcos` translates $\cos q=-1$ into odd multiples of $\pi$. The forward direction splits the vanishing sum into its nonnegative parts; the converse is substitution.

```lean
/-- The two eigenvalues coincide at `q` exactly when the masses are equal, the springs are
equal and `q` is an odd multiple of `π`. -/
theorem Chain.upper_eq_lower_iff (q : ℝ) : c.upper q = c.lower q ↔
    c.m₁ = c.m₂ ∧ c.K₁ = c.K₂ ∧ ∃ n : ℤ, q = (2 * n + 1) * Real.pi := by
  have h1 := c.m₁_pos
  have h2 := c.m₂_pos
  have h3 := c.K₁_pos
  have h4 := c.K₂_pos
  have hcos : Real.cos q = -1 ↔ ∃ n : ℤ, q = (2 * n + 1) * Real.pi := by
    have h : Real.cos q = -1 ↔ Real.cos (q - Real.pi) = 1 := by
      rw [Real.cos_sub_pi]
      constructor <;> intro h <;> linarith
    rw [h, Real.cos_eq_one_iff]
    constructor <;> rintro ⟨n, hn⟩ <;> exact ⟨n, by linarith⟩
  have hd : c.upper q = c.lower q ↔ c.disc q = 0 := by
    rw [← Real.sqrt_eq_zero (c.gap_sq_le_disc q).1]
    unfold Chain.upper Chain.lower
    constructor <;> intro h <;> linarith
  rw [hd, ← hcos]
  constructor
  · intro h
    have hb : 0 ≤ 2 * c.K₁ * c.K₂ * (1 + Real.cos q) :=
      mul_nonneg (by positivity) (by linarith [Real.neg_one_le_cos q])
    have hB : 0 ≤ 4 * ((c.K₁ - c.K₂) ^ 2 + 2 * c.K₁ * c.K₂ * (1 + Real.cos q)) /
        (c.m₁ * c.m₂) :=
      div_nonneg (by linarith [sq_nonneg (c.K₁ - c.K₂)]) (by positivity)
    unfold Chain.disc at h
    -- both nonnegative parts of the discriminant vanish
    obtain ⟨hA0, hB0⟩ := (add_eq_zero_iff_of_nonneg (sq_nonneg _) hB).1 h
    have hm : 1 / c.m₁ - 1 / c.m₂ = 0 :=
      (mul_eq_zero.1 (pow_eq_zero_iff (two_ne_zero)|>.1 hA0)).resolve_left (by positivity)
    have hN := (div_eq_zero_iff.1 hB0).resolve_right (by positivity)
    have hK : (c.K₁ - c.K₂) ^ 2 = 0 := by linarith [sq_nonneg (c.K₁ - c.K₂)]
    have hC : 2 * c.K₁ * c.K₂ * (1 + Real.cos q) = 0 := by linarith
    have hC' := (mul_eq_zero.1 hC).resolve_left (by positivity)
    refine ⟨?_, sub_eq_zero.1 (pow_eq_zero_iff (two_ne_zero)|>.1 hK), by linarith⟩
    have hi : c.m₁⁻¹ = c.m₂⁻¹ := by simpa [one_div] using sub_eq_zero.1 hm
    exact inv_injective hi
  · rintro ⟨hm, hK, hq⟩
    simp [Chain.disc, hm, hK, hq]
```

For the existence statement, $q=\pi$ serves as the witness.

```lean
/-- The two branches touch at some real wave number if and only if neither the masses nor
the springs alternate. -/
theorem Chain.exists_touching_iff :
    (∃ q : ℝ, c.upper q = c.lower q) ↔ c.m₁ = c.m₂ ∧ c.K₁ = c.K₂ := by
  constructor
  · rintro ⟨q, hq⟩
    have h := (c.upper_eq_lower_iff q).1 hq
    exact ⟨h.1, h.2.1⟩
  · rintro ⟨hm, hK⟩
    exact ⟨Real.pi, (c.upper_eq_lower_iff _).2 ⟨hm, hK, 0, by simp⟩⟩
```

## The width of the gap

`IsLeast` says two things: the value `c.gap` is attained, here at $q=q'=\pi$, and no difference `c.upper q - c.lower q'` is smaller. The lower bound averages the discriminant inequality over the two wave numbers, after taking square roots.

```lean
/-- The gap formula gives the least difference between a squared frequency of the upper branch
and one of the lower branch, taken at any two wave numbers. -/
theorem Chain.gap_isLeast :
    IsLeast {d : ℝ | ∃ q q' : ℝ, d = c.upper q - c.lower q'} c.gap := by
  have hg : c.gap = √(c.disc Real.pi) := by
    simp only [Chain.gap, Chain.disc, Real.cos_pi, add_neg_cancel, mul_zero, add_zero]
  constructor
  · exact ⟨Real.pi, Real.pi, by rw [hg]; unfold Chain.upper Chain.lower; ring⟩
  · rintro d ⟨q, q', rfl⟩
    have h := Real.sqrt_le_sqrt (c.gap_sq_le_disc q).2
    have h' := Real.sqrt_le_sqrt (c.gap_sq_le_disc q').2
    rw [hg]
    unfold Chain.upper Chain.lower
    linarith
```

A positive gap excludes touching, and a zero gap forces touching at $\pi$. The preceding criterion turns this into a condition on masses and springs.

```lean
/-- The gap is positive if and only if the masses or the springs alternate. -/
theorem Chain.gap_pos_iff : 0 < c.gap ↔ c.m₁ ≠ c.m₂ ∨ c.K₁ ≠ c.K₂ := by
  have h0 : 0 ≤ c.gap := Real.sqrt_nonneg _
  rw [← not_and_or, ← c.exists_touching_iff]
  constructor
  · rintro hpos ⟨q, hq⟩
    have h := c.gap_isLeast.2 ⟨q, q, rfl⟩
    linarith
  · intro hno
    refine lt_of_le_of_ne h0 fun hz => hno ?_
    -- a vanishing gap would make the branches touch at the zone boundary
    have hd : c.gap = c.upper Real.pi - c.lower Real.pi := by
      simp only [Chain.gap, Chain.upper, Chain.lower, Chain.disc, Real.cos_pi,
        add_neg_cancel, mul_zero, add_zero]
      ring
    exact ⟨Real.pi, by linarith⟩

end

end AlternatingChainGap
```

```lean
#print axioms AlternatingChainGap.Chain.isMode_iff
#print axioms AlternatingChainGap.Chain.dynMatrix_isHermitian
#print axioms AlternatingChainGap.Chain.charpoly_eq
#print axioms AlternatingChainGap.Chain.gap_pos_iff
```

```
'AlternatingChainGap.Chain.isMode_iff' depends on axioms: [propext, Classical.choice, Quot.sound]
'AlternatingChainGap.Chain.dynMatrix_isHermitian' depends on axioms: [propext, Classical.choice, Quot.sound]
'AlternatingChainGap.Chain.charpoly_eq' depends on axioms: [propext, Classical.choice, Quot.sound]
'AlternatingChainGap.Chain.gap_pos_iff' depends on axioms: [propext, Classical.choice, Quot.sound]
```
